# One-shot GW gives a one-electron repulsive Hubbard dimer two bonding poles, one below the exact removal energy

**Q:** Which system is this, and in which conventions?

**A:** One spin-up electron on two sites, with hopping amplitude $t>0$ and on-site repulsion $U>0$. With no second electron to repel it, its Hamiltonian is the hopping matrix. The bonding orbital $(1,1)/\sqrt2$ has energy $-t$, the antibonding orbital $(1,-1)/\sqrt2$ energy $t$. The vacuum has energy zero, so the exact removal energy, meaning the pole position and not the positive ionisation energy, is $-t$. The exact spin-up bonding Green's function is $1/(w+t)$, with $w$ the complex frequency. We ask what one-shot GW on a Hartree–Fock reference makes of it, with the interaction written in spin-independent form, so that $U$ also acts between equal spins. In the exact problem this changes nothing, since two equal spins never share a site. In GW it matters: with $U$ kept to opposite spins, the self-energy of this lone electron would vanish.

```lean
import Mathlib

open Filter Topology Matrix

namespace HubbardDimerGW

noncomputable section

/-- The Hamiltonian of one electron on two sites with hopping amplitude `t`. -/
def hopping (t : ℝ) : Matrix (Fin 2) (Fin 2) ℝ := !![0, -t; -t, 0]
```

**Q:** What is there to screen with one electron?

**A:** Nothing, but the RPA lets the electron respond to its own field. Its one transition has bare gap $2t$ and exchange integral $U/2$. A mode has energy $\omega$ and amplitudes $X,Y$ with $X^2-Y^2=1$.

```lean
/-- The RPA equations of the one-electron dimer, with bare gap `2t` and exchange integral `U/2`,
for a mode of energy `ω` with amplitudes `X`, `Y` normalised to `X² - Y² = 1`. -/
def IsRPAMode (t U ω X Y : ℝ) : Prop :=
  (2 * t + U / 2) * X + U / 2 * Y = ω * X ∧
  U / 2 * X + (2 * t + U / 2) * Y = -ω * Y ∧ X ^ 2 - Y ^ 2 = 1
```

Adding and subtracting the two equations gives
$$(2t+U)(X+Y)=\omega(X-Y),\qquad 2t(X-Y)=\omega(X+Y).$$
Normalisation forces $X+Y\neq0$, so eliminating $X-Y$ gives $\omega^2=4t^2+2tU$. The positive root is $O$, often written $\Omega$. Multiplying the second equation by $X+Y$ gives $2t=O(X+Y)^2$, so the squared coupling is
$$S=\left(\tfrac U2(X+Y)\right)^2=\frac{U^2t}{2O}.$$

```lean
/-- The RPA excitation energy `O = √(4t² + 2tU)`, for `t, U > 0`. -/
def rpaEnergy (t U : ℝ) : ℝ := √(4 * t ^ 2 + 2 * t * U)

/-- The strength `S = U² t / (2 O)` of the self-energy pole, for `t, U > 0`. -/
def strength (t U : ℝ) : ℝ := U ^ 2 * t / (2 * rpaEnergy t U)
```

**Q:** Does the self-energy come out of Hedin's equations?

**A:** Not in the Lean code. There `selfEnergy` is defined as $S/(w-t-O)$, the one-shot form on a Hartree–Fock reference, where Hartree and exchange cancel for this electron. That convolving $G$ with $W$ yields this expression is the step left to the physics. There is no self-consistency, and the infinitesimal imaginary shift is omitted.

```lean
/-- The GW correlation self-energy of the bonding orbital, for `w ≠ t + O` and `t, U > 0`. -/
def selfEnergy (t U : ℝ) (w : ℂ) : ℂ := strength t U / (w - t - rpaEnergy t U)

/-- The bonding GW Green's function, for `t, U > 0`, at frequencies `w ≠ t + O` where
`w + t` differs from the self-energy. -/
def gwG (t U : ℝ) (w : ℂ) : ℂ := 1 / (w + t - selfEnergy t U w)
```

**Q:** Where are the poles?

**A:** Clear the inner fraction:
$$G(w)=\frac{w-t-O}{(w+t)(w-t-O)-S}.$$
The denominator is $w^2-Ow-t(t+O)-S$, with roots
$$p_\pm=\frac{O\pm R}2,\qquad R^2=(O+2t)^2+4S.$$
Since $S>0$, $R>O+2t$, hence $p_-<-t$ and $p_+>t+O$. Partial fractions give the weights
$$Z_-=\frac{t+O-p_-}{p_+-p_-},\qquad Z_+=\frac{p_+-t-O}{p_+-p_-}.$$
Both are positive, and their numerators add up to $p_+-p_-$, so $Z_-+Z_+=1$.

In the code, $R$ is `splitting`, $p_\mp$ are `lowPole` and `highPole`, and $Z_\mp$ are `lowWeight` and `highWeight`.

```lean
/-- The distance between the two GW poles, for `t, U > 0`. -/
def splitting (t U : ℝ) : ℝ := √((rpaEnergy t U + 2 * t) ^ 2 + 4 * strength t U)

/-- The lower GW pole, for `t, U > 0`. -/
def lowPole (t U : ℝ) : ℝ := (rpaEnergy t U - splitting t U) / 2

/-- The upper GW pole, for `t, U > 0`. -/
def highPole (t U : ℝ) : ℝ := (rpaEnergy t U + splitting t U) / 2

/-- The spectral weight of the lower pole, for `t, U > 0`. -/
def lowWeight (t U : ℝ) : ℝ :=
  (t + rpaEnergy t U - lowPole t U) / (highPole t U - lowPole t U)

/-- The spectral weight of the upper pole, for `t, U > 0`. -/
def highWeight (t U : ℝ) : ℝ :=
  (highPole t U - t - rpaEnergy t U) / (highPole t U - lowPole t U)
```

**Q:** Lean assigns a value to division by zero. Could that create or hide a pole?

**A:** No. `IsPole` asks that $|f(w)|\to\infty$ as $w\to z$ with $w\neq z$, so the value at $z$ is never consulted.

```lean
/-- A function has a pole at `z` when its modulus grows without bound as `w → z`, `w ≠ z`. -/
def IsPole (f : ℂ → ℂ) (z : ℂ) : Prop := Tendsto (fun w => ‖f w‖) (𝓝[≠] z) atTop
```

**Q:** Are $-t$, $O$ and $S$ just put in?

**A:** The first theorem shows that $-t$ is the lowest mean energy for real amplitudes, because $x\cdot Hx+t\,x\cdot x=t(x_0-x_1)^2\ge0$ for the hopping matrix $H$. Complex amplitudes go no lower: $H$ is real and symmetric, so the real and imaginary parts contribute separately. `rpa_mode` repeats the elimination above for any normalised mode of positive energy. An explicit mode is exhibited for $t=1$, $U=30$.

```lean
/-- For `t ≥ 0` the bonding combination of the two sites has energy `-t`, and no state of the single
electron with real amplitudes has a lower mean energy. -/
theorem bonding_ground_state {t : ℝ} (ht : 0 ≤ t) :
    hopping t *ᵥ ![1, 1] = (-t) • ![1, 1] ∧
    ∀ x : Fin 2 → ℝ, -t * (x ⬝ᵥ x) ≤ x ⬝ᵥ (hopping t *ᵥ x) := by
  constructor
  · ext i
    fin_cases i <;> simp [hopping, Matrix.mulVec, dotProduct, Fin.sum_univ_two]
  · intro x
    simp [hopping, Matrix.mulVec, dotProduct, Fin.sum_univ_two]
    nlinarith [mul_nonneg ht (sq_nonneg (x 0 - x 1))]

/-- Every normalised RPA mode of positive energy has energy `O`, and its squared coupling
`(U/2 (X + Y))²` to the bonding-antibonding transition is `S`. -/
theorem rpa_mode {t U ω X Y : ℝ} (hω : 0 < ω) (h : IsRPAMode t U ω X Y) :
    ω = rpaEnergy t U ∧ (U / 2 * (X + Y)) ^ 2 = strength t U := by
  obtain ⟨h1, h2, h3⟩ := h
  -- sum and difference of the two RPA equations
  have hs : (2 * t + U) * (X + Y) = ω * (X - Y) := by linear_combination h1 + h2
  have hd : 2 * t * (X - Y) = ω * (X + Y) := by linear_combination h1 - h2
  have hne : X + Y ≠ 0 := by
    intro h0
    have : (1 : ℝ) = 0 := by linear_combination (X - Y) * h0 - h3
    exact one_ne_zero this
  have hsq : ω ^ 2 = 4 * t ^ 2 + 2 * t * U := by
    apply mul_right_cancel₀ hne
    linear_combination -ω * hd - 2 * t * hs
  have hO : ω = rpaEnergy t U := by
    rw [rpaEnergy, ← hsq, Real.sqrt_sq hω.le]
  refine ⟨hO, ?_⟩
  rw [strength, ← hO, eq_div_iff (by positivity)]
  linear_combination -(U ^ 2 / 2) * (X + Y) * hd + U ^ 2 * t * h3

/-- For `t = 1` and `U = 30` the amplitudes `X = 5/4`, `Y = -3/4` form a normalised RPA mode of
energy `8`. -/
theorem rpa_mode_witness : IsRPAMode 1 30 8 (5 / 4) (-3 / 4) := by
  refine ⟨?_, ?_, ?_⟩ <;> norm_num
```

**Q:** How does Lean reach the pole positions and the partial fractions?

**A:** It proves $O,S>0$, then $R>O+2t$ by comparing squares. In `gw_partial_fractions`, `hf` factorises the denominator, `hG` clears the inner fraction, and `ring` finishes after cross-multiplication.

```lean
/-- For `t, U > 0` the excitation energy and the self-energy strength are positive. -/
theorem energy_strength_pos {t U : ℝ} (ht : 0 < t) (hU : 0 < U) :
    0 < rpaEnergy t U ∧ 0 < strength t U := by
  have hO : 0 < rpaEnergy t U := Real.sqrt_pos.mpr (by positivity)
  exact ⟨hO, div_pos (by positivity) (by positivity)⟩

/-- For `t, U > 0` the lower pole lies below `-t` and the upper pole lies above `t + O`. -/
theorem poles_outside {t U : ℝ} (ht : 0 < t) (hU : 0 < U) :
    lowPole t U < -t ∧ t + rpaEnergy t U < highPole t U := by
  obtain ⟨_, hS⟩ := energy_strength_pos ht hU
  have hR : rpaEnergy t U + 2 * t < splitting t U :=
    Real.lt_sqrt_of_sq_lt (by linarith)
  constructor
  · unfold lowPole
    linarith
  · unfold highPole
    linarith

/-- For `t, U > 0`, away from `t + O` and the two poles, the GW function is the sum of two simple
pole terms carrying the two spectral weights. -/
theorem gw_partial_fractions {t U : ℝ} (ht : 0 < t) (hU : 0 < U) {w : ℂ}
    (hw : w ≠ t + rpaEnergy t U) (h1 : w ≠ lowPole t U) (h2 : w ≠ highPole t U) :
    gwG t U w = lowWeight t U / (w - lowPole t U) + highWeight t U / (w - highPole t U) := by
  obtain ⟨hO, hS⟩ := energy_strength_pos ht hU
  obtain ⟨hl, hh⟩ := poles_outside ht hU
  have hc : w - t - rpaEnergy t U ≠ 0 := by
    rw [sub_sub]
    exact sub_ne_zero.mpr hw
  have h1' := sub_ne_zero.mpr h1
  have h2' := sub_ne_zero.mpr h2
  have hlt : lowPole t U < highPole t U := by linarith
  have hqp : (highPole t U : ℂ) - lowPole t U ≠ 0 :=
    sub_ne_zero.mpr (by exact_mod_cast hlt.ne')
  -- the denominator factorises over the two poles
  have hR : splitting t U ^ 2 = (rpaEnergy t U + 2 * t) ^ 2 + 4 * strength t U :=
    Real.sq_sqrt (by positivity)
  have hRC : (splitting t U : ℂ) ^ 2
      = ((rpaEnergy t U : ℂ) + 2 * t) ^ 2 + 4 * strength t U := by exact_mod_cast hR
  have hf : (w + t) * (w - t - rpaEnergy t U) - strength t U
      = (w - lowPole t U) * (w - highPole t U) := by
    simp only [lowPole, highPole]
    push_cast
    linear_combination (1 / 4) * hRC
  have hG : gwG t U w
      = (w - t - rpaEnergy t U) / ((w - lowPole t U) * (w - highPole t U)) := by
    have e : w + t - strength t U / (w - t - rpaEnergy t U)
        = ((w + t) * (w - t - rpaEnergy t U) - strength t U) / (w - t - rpaEnergy t U) := by
      rw [eq_div_iff hc, sub_mul, div_mul_cancel₀ _ hc]
    rw [gwG, selfEnergy, e, one_div_div, hf]
  rw [hG]
  simp only [lowWeight, highWeight]
  push_cast
  rw [div_div, div_div, div_add_div _ _ (mul_ne_zero hqp h1') (mul_ne_zero hqp h2'),
    div_eq_div_iff (mul_ne_zero h1' h2')
      (mul_ne_zero (mul_ne_zero hqp h1') (mul_ne_zero hqp h2'))]
  ring
```

**Q:** And from there to residues?

**A:** Multiplying by $w-z$ leaves the coefficient at $z$, while the other term vanishes in the limit. A nonzero limit forces a pole, since $|f|=|(w-z)f|/|w-z|$.

```lean
/-- If `f` equals `a/(w - z) + b/(w - q)` near `z`, with `q ≠ z`, then its residue at `z`, the
limit of `(w - z) f(w)`, is `a`. -/
theorem residue_of_partial_fractions {f : ℂ → ℂ} {z q a b : ℂ} (hq : z ≠ q)
    (h : ∀ᶠ w in 𝓝[≠] z, f w = a / (w - z) + b / (w - q)) :
    Tendsto (fun w => (w - z) * f w) (𝓝[≠] z) (𝓝 a) := by
  have hzq : z - q ≠ 0 := sub_ne_zero.mpr hq
  have hc : ContinuousAt (fun w => a + (w - z) * (b / (w - q))) z := by
    fun_prop (disch := assumption)
  have h2 := hc.tendsto
  simp only [sub_self, zero_mul, add_zero] at h2
  refine (h2.mono_left nhdsWithin_le_nhds).congr' ?_
  filter_upwards [h, self_mem_nhdsWithin] with w hw hz
  have hz' : w - z ≠ 0 := sub_ne_zero.mpr hz
  have e : (w - z) * (a / (w - z)) = a := by field_simp
  rw [hw]
  linear_combination -e

/-- A function with a nonzero residue limit at `z` has a pole there. -/
theorem isPole_of_residue {f : ℂ → ℂ} {z r : ℂ} (hr : r ≠ 0)
    (h : Tendsto (fun w => (w - z) * f w) (𝓝[≠] z) (𝓝 r)) : IsPole f z := by
  have h0 : Tendsto (fun w : ℂ => ‖w - z‖) (𝓝[≠] z) (𝓝[>] 0) := by
    refine tendsto_nhdsWithin_iff.mpr ⟨?_, ?_⟩
    · have hc : Continuous (fun w : ℂ => ‖w - z‖) := by fun_prop
      have h1 := hc.tendsto z
      simp only [sub_self, norm_zero] at h1
      exact h1.mono_left nhdsWithin_le_nhds
    · filter_upwards [self_mem_nhdsWithin] with w hw
      exact norm_pos_iff.mpr (sub_ne_zero.mpr hw)
  -- |f| is a factor with positive limit times the diverging 1/|w - z|
  refine (Filter.Tendsto.pos_mul_atTop (norm_pos_iff.mpr hr) h.norm
    (tendsto_inv_nhdsGT_zero.comp h0)).congr' ?_
  filter_upwards [self_mem_nhdsWithin] with w hw
  have hw' : ‖w - z‖ ≠ 0 := norm_ne_zero_iff.mpr (sub_ne_zero.mpr hw)
  simp only [Function.comp_apply, norm_mul]
  field_simp
```

**Q:** What does the final theorem say?

**A:** For $t,U>0$, a complex $z$ is a pole of `gwG` exactly when it is $p_-$ or $p_+$; these lie below $-t$ and above $t+O$; the residues are $Z_\mp$, positive with sum one. Further poles are excluded because the partial fractions are continuous at every other point, so $G$ has a finite limit there.

```lean
/-- For `t, U > 0` the bonding GW function has exactly two poles in the complex plane, one below
`-t` and one above `t + O`; their residues are positive and sum to one. -/
theorem gw_two_poles {t U : ℝ} (ht : 0 < t) (hU : 0 < U) :
    (∀ z : ℂ, IsPole (gwG t U) z ↔ z = lowPole t U ∨ z = highPole t U) ∧
    lowPole t U < -t ∧ t + rpaEnergy t U < highPole t U ∧
    Tendsto (fun w => (w - lowPole t U) * gwG t U w) (𝓝[≠] (lowPole t U : ℂ))
      (𝓝 (lowWeight t U : ℂ)) ∧
    Tendsto (fun w => (w - highPole t U) * gwG t U w) (𝓝[≠] (highPole t U : ℂ))
      (𝓝 (highWeight t U : ℂ)) ∧
    0 < lowWeight t U ∧ 0 < highWeight t U ∧ lowWeight t U + highWeight t U = 1 := by
  obtain ⟨hO, _⟩ := energy_strength_pos ht hU
  obtain ⟨hl, hh⟩ := poles_outside ht hU
  have hlt : lowPole t U < highPole t U := by linarith
  have hne : (lowPole t U : ℂ) ≠ highPole t U := by exact_mod_cast hlt.ne
  have avoid : ∀ z a : ℂ, ∀ᶠ w in 𝓝[≠] z, w ≠ a := by
    intro z a
    rcases eq_or_ne z a with rfl | h
    · exact eventually_mem_nhdsWithin
    · exact eventually_ne_nhdsWithin h
  have hpf : ∀ z : ℂ, ∀ᶠ w in 𝓝[≠] z, gwG t U w
      = lowWeight t U / (w - lowPole t U) + highWeight t U / (w - highPole t U) := by
    intro z
    filter_upwards [avoid z (t + rpaEnergy t U), avoid z (lowPole t U),
      avoid z (highPole t U)] with w h1 h2 h3
    exact gw_partial_fractions ht hU h1 h2 h3
  have hrl := residue_of_partial_fractions hne (hpf (lowPole t U))
  have hrh := residue_of_partial_fractions hne.symm
    ((hpf (highPole t U)).mono fun w hw => hw.trans (add_comm _ _))
  have hZl : 0 < lowWeight t U := div_pos (by linarith) (by linarith)
  have hZh : 0 < highWeight t U := div_pos (by linarith) (by linarith)
  refine ⟨fun z => ⟨fun hz => ?_, ?_⟩, hl, hh, hrl, hrh, hZl, hZh, ?_⟩
  · -- away from the two poles the function has a finite limit
    by_contra hcon
    obtain ⟨h1, h2⟩ := not_or.mp hcon
    have h1' := sub_ne_zero.mpr h1
    have h2' := sub_ne_zero.mpr h2
    have hc : ContinuousAt (fun w : ℂ => (lowWeight t U : ℂ) / (w - lowPole t U)
        + highWeight t U / (w - highPole t U)) z := by
      fun_prop (disch := assumption)
    have hlim := (hc.tendsto.mono_left nhdsWithin_le_nhds).congr'
      ((hpf z).mono fun w hw => hw.symm)
    exact not_tendsto_atTop_of_tendsto_nhds hlim.norm hz
  · rintro (rfl | rfl)
    · exact isPole_of_residue (by exact_mod_cast hZl.ne') hrl
    · exact isPole_of_residue (by exact_mod_cast hZh.ne') hrh
  · have hd : highPole t U - lowPole t U ≠ 0 := by linarith [sub_pos.mpr hlt] |> ne_of_gt
    rw [lowWeight, highWeight, ← add_div, div_eq_iff hd]
    ring

end

end HubbardDimerGW
```

```lean
#print axioms HubbardDimerGW.bonding_ground_state
#print axioms HubbardDimerGW.rpa_mode
#print axioms HubbardDimerGW.gw_two_poles
```

```
'HubbardDimerGW.bonding_ground_state' depends on axioms: [propext, Classical.choice, Quot.sound]
'HubbardDimerGW.rpa_mode' depends on axioms: [propext, Classical.choice, Quot.sound]
'HubbardDimerGW.gw_two_poles' depends on axioms: [propext, Classical.choice, Quot.sound]
```

**Q:** Does it survive $U=0$?

**A:** No. At $t=1$, $U=0$ we get $S=0$ and $G=1/(w+1)$, with a single pole. So $U>0$ can't be relaxed to $U\ge0$.

**Q:** What would I see in a calculation?

**A:** Take $t=1$, $U=30$. The RPA eigenproblem returns $O=8$, and the coupling gives $S=56.25$. Solving $w+1=S/(w-9)$ yields a quasiparticle at $-5.01$ with weight $0.78$ and a satellite at $13.01$ with weight $0.22$. The exact answer is one pole at $-1$ with weight one. In this one-electron, two-site model, the discrepancy is the self-screening error of one-shot GW.
